# The trine measurement is not a finite random mixture of projective measurements on the qubit alone

## Three outcomes from one qubit

Suppose that every measurement on a qubit could be carried out by drawing a random number and then making a projective measurement on the qubit alone, chosen by that number from a finite list. A search over qubit measurements could then be restricted to projective ones and their random mixtures without losing any. This assumption fails for a measurement with three symmetric outcomes, and a search restricted in this way misses it.

A measurement with outcomes $k=0,1,2$ is described by a POVM: positive semidefinite matrices $E_k$, called effects, with $\sum_k E_k=I$. In the state $\rho$, outcome $k$ has probability $\mathrm{tr}(\rho E_k)$. The POVM is projective if also $E_k^2=E_k$ for every $k$.

Let $n_0,n_1,n_2$ be unit vectors in $\mathbb R^3$ with $n_0+n_1+n_2=0$, which makes them coplanar. With $\sigma$ the vector of Pauli matrices, the trine effects are
$$E_k=\tfrac13(I+n_k\cdot\sigma).$$

## What is claimed, in words and in Lean

The theorem `trine_not_randomisedProjective` says that, for all such vectors, the $E_k$ form a POVM and there are no finitely many weights $p_j\ge0$ with $\sum_j p_j=1$ and projective POVMs $P_j$ such that $E_k=\sum_j p_jP_{jk}$ for every $k$.

In the file, `n k i` is component $i$ of the vector $n_k$, and `IsTrine n` holds the two assumptions on the vectors. `bloch t r` is $tI+r\cdot\sigma$ with real $t$ and $r$, `trine n k` is $E_k$, and `IsPOVM` states positivity and normalisation. In `IsRandomisedProjective`, `P j k` is the effect for outcome $k$ of component $j$. It may be zero. In a projective POVM on a qubit at least one of the three effects must be zero, because their ranks add up to two, so each component has at most two possible outcomes.

The projectors act on the qubit itself. Projective measurements on the qubit together with an auxiliary system are not considered, nor are continuous mixtures or approximate decompositions.

## Saturated positivity fixes every component

**The trine is a POVM.** Since $(n_k\cdot\sigma)^2=I$, we have $(I+n_k\cdot\sigma)^2=2(I+n_k\cdot\sigma)$. Hence $E_k=B_k^\dagger B_k$ with the Hermitian matrix $B_k=(I+n_k\cdot\sigma)/\sqrt6$, so $E_k$ is positive semidefinite. The sum is $\sum_kE_k=I+\tfrac13\left(\sum_kn_k\right)\cdot\sigma=I$.

**Positivity in Bloch form.** A positive semidefinite $F$ is Hermitian, so $F=tI+r\cdot\sigma$ with real $t$ and $r$. Its trace $2t$ and determinant $t^2-|r|^2$ are nonnegative, so $t\ge0$ and $|r|\le t$. For a unit vector $v$ this gives $v\cdot r\le|r|\le t$. If $v\cdot r=t$, then
$$|r-tv|^2=|r|^2-2t\,v\cdot r+t^2=|r|^2-t^2\le0,$$
so $r=tv$.

**Comparing coordinates.** Let $E_k=\sum_jp_jF_{jk}$, where each $F_j$ is a POVM, not necessarily projective, and $F_{jk}=t_{jk}I+r_{jk}\cdot\sigma$. Bloch coordinates are unique, so $\sum_jp_jt_{jk}=\tfrac13$ and $\sum_jp_jr_{jk}=\tfrac13n_k$. Therefore
$$\sum_jp_j\,(t_{jk}-n_k\cdot r_{jk})=\tfrac13-\tfrac13\,n_k\cdot n_k=0.$$
No term is negative, so every term vanishes. For a component $l$ with $p_l>0$ this means $n_k\cdot r_{lk}=t_{lk}$, and hence $r_{lk}=t_{lk}n_k$.

**Normalisation.** Write $c_k=t_{lk}$. From $\sum_kF_{lk}=I$ we get $\sum_kc_k=1$ and $\sum_kc_kn_k=0$. Taking the scalar product of $n_0+n_1+n_2=0$ with each vector gives three linear equations, whose solution is $n_0\cdot n_1=n_0\cdot n_2=n_1\cdot n_2=-\tfrac12$. The scalar product of $\sum_kc_kn_k=0$ with $n_0$ then reads $c_0-\tfrac12(c_1+c_2)=0$. Since $c_1+c_2=1-c_0$, it follows that $c_0=\tfrac13$. In the same way $c_1=\tfrac13$, and so $c_2=\tfrac13$. Thus $F_l$ is the trine itself.

**No projectors.** The square above gives $E_k^2=\tfrac23E_k$, which differs from $E_k$ because $E_k\ne0$. Weights that sum to one include a positive one, and that component would have to be both the trine and projective, which is impossible.

## Two outcomes are too few

For a qubit POVM $\{E,I-E\}$ a projective mixture always exists. Let $E$ have eigenvalues $\lambda_1\ge\lambda_2$, and let $Q$ project onto an eigenvector for $\lambda_1$. Then
$$E=(1-\lambda_1)\,0+(\lambda_1-\lambda_2)\,Q+\lambda_2\,I,$$
which mixes the projective POVMs $\{0,I\}$, $\{Q,I-Q\}$ and $\{I,0\}$. Three is therefore the smallest number of outcomes for which a qubit counterexample exists; this two-outcome argument is not part of the file.

## The Lean file

```lean
import Mathlib

open Matrix
open scoped ComplexOrder

namespace TrinePOVM

noncomputable section

/-- The three Pauli matrices. -/
def pauli : Fin 3 → Matrix (Fin 2) (Fin 2) ℂ :=
  ![!![0, 1; 1, 0], !![0, -Complex.I; Complex.I, 0], !![1, 0; 0, -1]]

/-- The qubit operator `t I + r·σ` with real Bloch coordinates. -/
def bloch (t : ℝ) (r : Fin 3 → ℝ) : Matrix (Fin 2) (Fin 2) ℂ :=
  (t : ℂ) • 1 + ∑ i, (r i : ℂ) • pauli i

/-- A qubit POVM with three outcomes: positive semidefinite effects that sum to the identity. -/
structure IsPOVM (E : Fin 3 → Matrix (Fin 2) (Fin 2) ℂ) : Prop where
  pos : ∀ k, (E k).PosSemidef
  sum_one : ∑ k, E k = 1

/-- A POVM is randomised projective if it is a finite convex combination of POVMs
whose elements are all projectors. -/
def IsRandomisedProjective (E : Fin 3 → Matrix (Fin 2) (Fin 2) ℂ) : Prop :=
  ∃ (m : ℕ) (p : Fin m → ℝ) (P : Fin m → Fin 3 → Matrix (Fin 2) (Fin 2) ℂ),
    (∀ j, 0 ≤ p j) ∧ ∑ j, p j = 1 ∧
    (∀ j, IsPOVM (P j) ∧ ∀ k, P j k * P j k = P j k) ∧
    ∀ k, E k = ∑ j, (p j : ℂ) • P j k

/-- Three unit vectors in space that sum to zero. -/
structure IsTrine (n : Fin 3 → Fin 3 → ℝ) : Prop where
  unit : ∀ k, n k ⬝ᵥ n k = 1
  sum_zero : ∀ i, ∑ k, n k i = 0

/-- The effects `E_k = (I + n_k·σ)/3`. -/
def trine (n : Fin 3 → Fin 3 → ℝ) (k : Fin 3) : Matrix (Fin 2) (Fin 2) ℂ :=
  (1 / 3 : ℂ) • bloch 1 (n k)

lemma bloch_apply (t : ℝ) (r : Fin 3 → ℝ) : bloch t r =
    !![(t : ℂ) + r 2, r 0 - r 1 * Complex.I; r 0 + r 1 * Complex.I, t - r 2] := by
  ext i j
  fin_cases i <;> fin_cases j <;> simp [bloch, pauli, Fin.sum_univ_three] <;> ring

lemma trine_eq (n : Fin 3 → Fin 3 → ℝ) (k : Fin 3) :
    trine n k = bloch (1 / 3) (fun i => 1 / 3 * n k i) := by
  rw [trine, bloch_apply, bloch_apply]
  ext i j
  fin_cases i <;> fin_cases j <;> simp <;> ring

/-- The Bloch coordinates of a qubit operator are unique. -/
lemma bloch_injective {t s : ℝ} {r q : Fin 3 → ℝ} (h : bloch t r = bloch s q) :
    t = s ∧ r = q := by
  rw [bloch_apply, bloch_apply] at h
  have a := congrArg (fun M => (M 0 0).re) h
  have b := congrArg (fun M => (M 1 1).re) h
  have c := congrArg (fun M => (M 0 1).re) h
  have d := congrArg (fun M => (M 1 0).im) h
  simp at a b c d
  have e : r 2 = q 2 := by linarith
  refine ⟨by linarith, ?_⟩
  funext i
  fin_cases i
  · exact c
  · exact d
  · exact e

lemma bloch_sum {J : Type*} [Fintype J] (p t : J → ℝ) (r : J → Fin 3 → ℝ) :
    ∑ j, (p j : ℂ) • bloch (t j) (r j) =
      bloch (∑ j, p j * t j) (fun i => ∑ j, p j * r j i) := by
  simp only [bloch_apply]
  ext a b
  rw [Matrix.sum_apply]
  fin_cases a <;> fin_cases b <;>
    simp [mul_add, mul_sub, Finset.sum_add_distrib, Finset.sum_sub_distrib,
      Finset.sum_mul, mul_assoc]

lemma bloch_conjTranspose (t : ℝ) (r : Fin 3 → ℝ) : (bloch t r)ᴴ = bloch t r := by
  rw [bloch_apply]
  ext i j
  fin_cases i <;> fin_cases j <;> simp [Matrix.conjTranspose_apply]
  ring

lemma bloch_mul_self (t : ℝ) (r : Fin 3 → ℝ) :
    bloch t r * bloch t r = bloch (t * t + r ⬝ᵥ r) (fun i => 2 * t * r i) := by
  rw [bloch_apply, bloch_apply]
  ext i j
  fin_cases i <;> fin_cases j <;> apply Complex.ext <;>
    simp [Matrix.mul_apply, Fin.sum_univ_two, dotProduct, Fin.sum_univ_three] <;> ring

/-- A positive semidefinite qubit operator is `t I + r·σ` with `t ≥ 0` and `|r|² ≤ t²`. -/
theorem exists_bloch {F : Matrix (Fin 2) (Fin 2) ℂ} (h : F.PosSemidef) :
    ∃ (t : ℝ) (r : Fin 3 → ℝ), F = bloch t r ∧ 0 ≤ t ∧ r ⬝ᵥ r ≤ t ^ 2 := by
  have a0 := congrArg Complex.im (h.isHermitian.apply 0 0)
  have a1 := congrArg Complex.im (h.isHermitian.apply 1 1)
  have b0 := congrArg Complex.re (h.isHermitian.apply 1 0)
  have b1 := congrArg Complex.im (h.isHermitian.apply 1 0)
  simp only [Complex.star_def, Complex.conj_im, Complex.conj_re] at a0 a1 b0 b1
  replace a0 : (F 0 0).im = 0 := by linarith
  replace a1 : (F 1 1).im = 0 := by linarith
  obtain ⟨t, ht⟩ : ∃ t : ℝ, t = ((F 0 0).re + (F 1 1).re) / 2 := ⟨_, rfl⟩
  obtain ⟨x, hx⟩ : ∃ x : ℝ, x = (F 0 1).re := ⟨_, rfl⟩
  obtain ⟨y, hy⟩ : ∃ y : ℝ, y = -(F 0 1).im := ⟨_, rfl⟩
  obtain ⟨z, hz⟩ : ∃ z : ℝ, z = ((F 0 0).re - (F 1 1).re) / 2 := ⟨_, rfl⟩
  -- trace and determinant are nonnegative
  have tr := h.trace_nonneg
  have dt := h.det_nonneg
  rw [Matrix.trace_fin_two] at tr
  rw [Matrix.det_fin_two] at dt
  replace tr := (Complex.le_def.mp tr).1
  replace dt := (Complex.le_def.mp dt).1
  simp only [Complex.zero_re, Complex.add_re, Complex.sub_re, Complex.mul_re] at tr dt
  rw [a0, a1, ← b0, ← b1] at dt
  have key : x * x + y * y + z * z ≤ t ^ 2 := by
    rw [ht, hx, hy, hz]
    nlinarith
  refine ⟨t, ![x, y, z], ?_, by linarith, ?_⟩
  · rw [bloch_apply]
    ext i j
    fin_cases i <;> fin_cases j <;> apply Complex.ext <;> simp <;> linarith
  · simpa [dotProduct, Fin.sum_univ_three] using key

/-- If `|r| ≤ t` and `v` is a unit vector, then `v·r ≤ t`, with equality only for `r = t v`. -/
theorem dot_le_and_eq {v r : Fin 3 → ℝ} {t : ℝ} (hv : v ⬝ᵥ v = 1) (ht : 0 ≤ t)
    (hr : r ⬝ᵥ r ≤ t ^ 2) : v ⬝ᵥ r ≤ t ∧ (v ⬝ᵥ r = t → ∀ i, r i = t * v i) := by
  simp only [dotProduct, Fin.sum_univ_three] at *
  constructor
  · have e : (v 0 * r 0 + v 1 * r 1 + v 2 * r 2) ^ 2 + (v 0 * r 1 - v 1 * r 0) ^ 2
        + (v 0 * r 2 - v 2 * r 0) ^ 2 + (v 1 * r 2 - v 2 * r 1) ^ 2
        = (v 0 * v 0 + v 1 * v 1 + v 2 * v 2) * (r 0 * r 0 + r 1 * r 1 + r 2 * r 2) := by ring
    rw [hv, one_mul] at e
    have cs : (v 0 * r 0 + v 1 * r 1 + v 2 * r 2) ^ 2 ≤ t ^ 2 := by
      linarith [sq_nonneg (v 0 * r 1 - v 1 * r 0), sq_nonneg (v 0 * r 2 - v 2 * r 0),
        sq_nonneg (v 1 * r 2 - v 2 * r 1)]
    by_contra h
    nlinarith [not_le.mp h]
  · intro h
    have e : (r 0 - t * v 0) ^ 2 + (r 1 - t * v 1) ^ 2 + (r 2 - t * v 2) ^ 2
        = (r 0 * r 0 + r 1 * r 1 + r 2 * r 2) - 2 * t * (v 0 * r 0 + v 1 * r 1 + v 2 * r 2)
          + t ^ 2 * (v 0 * v 0 + v 1 * v 1 + v 2 * v 2) := by ring
    rw [h, hv] at e
    have s0 := sq_nonneg (r 0 - t * v 0)
    have s1 := sq_nonneg (r 1 - t * v 1)
    have s2 := sq_nonneg (r 2 - t * v 2)
    have z0 := (pow_eq_zero_iff two_ne_zero).mp
      (show (r 0 - t * v 0) ^ 2 = 0 by nlinarith)
    have z1 := (pow_eq_zero_iff two_ne_zero).mp
      (show (r 1 - t * v 1) ^ 2 = 0 by nlinarith)
    have z2 := (pow_eq_zero_iff two_ne_zero).mp
      (show (r 2 - t * v 2) ^ 2 = 0 by nlinarith)
    intro i
    fin_cases i
    · exact sub_eq_zero.mp z0
    · exact sub_eq_zero.mp z1
    · exact sub_eq_zero.mp z2

/-- Weights that sum to one and balance the three trine vectors are all equal to `1/3`. -/
theorem trine_weights {n : Fin 3 → Fin 3 → ℝ} (hn : IsTrine n) {c : Fin 3 → ℝ}
    (hc : ∑ k, c k = 1) (h0 : ∀ i, ∑ k, c k * n k i = 0) (k : Fin 3) : c k = 1 / 3 := by
  have hs := hn.sum_zero
  simp only [Fin.sum_univ_three] at hc h0 hs
  have S : ∀ k, n k ⬝ᵥ n 0 + n k ⬝ᵥ n 1 + n k ⬝ᵥ n 2 = 0 := fun k => by
    simp only [dotProduct, Fin.sum_univ_three]
    linear_combination n k 0 * hs 0 + n k 1 * hs 1 + n k 2 * hs 2
  have D : ∀ k, c 0 * (n k ⬝ᵥ n 0) + c 1 * (n k ⬝ᵥ n 1) + c 2 * (n k ⬝ᵥ n 2) = 0 :=
    fun k => by
      simp only [dotProduct, Fin.sum_univ_three]
      linear_combination n k 0 * h0 0 + n k 1 * h0 1 + n k 2 * h0 2
  have S0 := S 0
  have S1 := S 1
  have S2 := S 2
  have D0 := D 0
  have D1 := D 1
  rw [hn.unit] at S0 S1 S2 D0 D1
  rw [dotProduct_comm (n 1) (n 0)] at S1 D1
  rw [dotProduct_comm (n 2) (n 0), dotProduct_comm (n 2) (n 1)] at S2
  -- the mutual scalar products are all -1/2
  have d01 : n 0 ⬝ᵥ n 1 = -1 / 2 := by linarith
  have d02 : n 0 ⬝ᵥ n 2 = -1 / 2 := by linarith
  have d12 : n 1 ⬝ᵥ n 2 = -1 / 2 := by linarith
  rw [d01, d02] at D0
  rw [d01, d12] at D1
  have c0 : c 0 = 1 / 3 := by linarith
  have c1 : c 1 = 1 / 3 := by linarith
  have c2 : c 2 = 1 / 3 := by linarith
  fin_cases k
  · exact c0
  · exact c1
  · exact c2

lemma bloch_one : bloch 1 0 = 1 := by simp [bloch]

/-- The trine effects form a POVM. -/
theorem trine_isPOVM {n : Fin 3 → Fin 3 → ℝ} (hn : IsTrine n) : IsPOVM (trine n) := by
  constructor
  · intro k
    have hc : √(1 / 6 : ℝ) * √(1 / 6) = 1 / 6 := Real.mul_self_sqrt (by norm_num)
    obtain ⟨c, hc⟩ : ∃ c : ℝ, c * c = 1 / 6 := ⟨_, hc⟩
    -- each effect is a square of a Hermitian operator
    have e : trine n k = (bloch c (fun i => c * n k i))ᴴ * bloch c (fun i => c * n k i) := by
      rw [bloch_conjTranspose, bloch_mul_self, trine_eq]
      have hu := hn.unit k
      congr 1
      · simp only [dotProduct, Fin.sum_univ_three] at *
        linear_combination (-1 - (n k 0 * n k 0 + n k 1 * n k 1 + n k 2 * n k 2)) * hc
          - 1 / 6 * hu
      · funext i
        linear_combination (-2 * n k i) * hc
    rw [e]
    exact Matrix.posSemidef_conjTranspose_mul_self _
  · have e := bloch_sum (fun _ : Fin 3 => (1 : ℝ)) (fun _ => 1 / 3) (fun k i => 1 / 3 * n k i)
    simp only [Complex.ofReal_one, one_smul, one_mul] at e
    simp only [trine_eq]
    rw [e, ← bloch_one]
    congr 1
    · rw [Fin.sum_univ_three]
      norm_num
    · funext i
      rw [← Finset.mul_sum, hn.sum_zero i, mul_zero]
      rfl

/-- In any finite mixture of POVMs that reproduces the trine POVM, every component
of positive weight is the trine POVM itself. -/
theorem trine_extremal {n : Fin 3 → Fin 3 → ℝ} (hn : IsTrine n) {J : Type*} [Fintype J]
    {p : J → ℝ} {F : J → Fin 3 → Matrix (Fin 2) (Fin 2) ℂ} (hp : ∀ j, 0 ≤ p j)
    (hP : ∀ j, IsPOVM (F j)) (hdec : ∀ k, trine n k = ∑ j, (p j : ℂ) • F j k)
    (l : J) (hl : 0 < p l) : F l = trine n := by
  choose t r hF ht hr using fun j k => exists_bloch ((hP j).pos k)
  -- each effect of the component saturates the positivity bound
  have sat : ∀ k i, r l k i = t l k * n k i := by
    intro k
    have e : ∑ j, (p j : ℂ) • F j k =
        bloch (∑ j, p j * t j k) (fun i => ∑ j, p j * r j k i) := by
      refine Eq.trans ?_ (bloch_sum p (fun j => t j k) (fun j => r j k))
      exact Finset.sum_congr rfl fun j _ => by rw [hF j k]
    obtain ⟨A, B⟩ := bloch_injective ((trine_eq n k).symm.trans ((hdec k).trans e))
    have B' : ∀ i, 1 / 3 * n k i = ∑ j, p j * r j k i := fun i => congrFun B i
    have zero : ∑ j, p j * (t j k - n k ⬝ᵥ r j k) = 0 := by
      have s : ∑ j, p j * (t j k - n k ⬝ᵥ r j k) = ∑ j, p j * t j k -
          (n k 0 * ∑ j, p j * r j k 0 + n k 1 * ∑ j, p j * r j k 1
            + n k 2 * ∑ j, p j * r j k 2) := by
        rw [Finset.mul_sum, Finset.mul_sum, Finset.mul_sum, ← Finset.sum_add_distrib,
          ← Finset.sum_add_distrib, ← Finset.sum_sub_distrib]
        refine Finset.sum_congr rfl fun j _ => ?_
        simp only [dotProduct, Fin.sum_univ_three]
        ring
      have hu := hn.unit k
      simp only [dotProduct, Fin.sum_univ_three] at hu
      rw [s, ← A, ← B' 0, ← B' 1, ← B' 2]
      linear_combination (-1 / 3) * hu
    have term := (Finset.sum_eq_zero_iff_of_nonneg (fun j _ => mul_nonneg (hp j)
      (sub_nonneg.2 (dot_le_and_eq (hn.unit k) (ht j k) (hr j k)).1))).1 zero l
      (Finset.mem_univ l)
    have d := (mul_eq_zero.mp term).resolve_left hl.ne'
    exact (dot_le_and_eq (hn.unit k) (ht l k) (hr l k)).2 (by linarith)
  -- normalisation of the component fixes the remaining weights
  have e : bloch (∑ k, t l k) (fun i => ∑ k, r l k i) = bloch 1 0 := by
    have s := bloch_sum (fun _ : Fin 3 => (1 : ℝ)) (t l) (r l)
    simp only [Complex.ofReal_one, one_smul, one_mul] at s
    rw [← s, bloch_one, ← (hP l).sum_one]
    exact Finset.sum_congr rfl fun k _ => (hF l k).symm
  obtain ⟨hT, hR⟩ := bloch_injective e
  have w := trine_weights hn hT (fun i => by
    have q : ∑ k, r l k i = 0 := congrFun hR i
    simpa only [sat] using q)
  funext k
  rw [hF l k, trine_eq, w k]
  congr 1
  funext i
  rw [sat k i, w k]

/-- No trine effect is a projector. -/
theorem trine_not_idempotent {n : Fin 3 → Fin 3 → ℝ} (hn : IsTrine n) (k : Fin 3) :
    trine n k * trine n k ≠ trine n k := by
  intro h
  rw [trine_eq, bloch_mul_self] at h
  have a := (bloch_injective h).1
  have hu := hn.unit k
  simp only [dotProduct, Fin.sum_univ_three] at a hu
  nlinarith

/-- For unit vectors `n_k` that sum to zero, the effects `(I + n_k·σ)/3` form a POVM that is no
finite convex combination of three-outcome projective POVMs. -/
theorem trine_not_randomisedProjective {n : Fin 3 → Fin 3 → ℝ} (hn : IsTrine n) :
    IsPOVM (trine n) ∧ ¬ IsRandomisedProjective (trine n) := by
  refine ⟨trine_isPOVM hn, ?_⟩
  rintro ⟨m, p, P, hp, hsum, hP, hdec⟩
  -- some component has positive weight
  obtain ⟨l, hl⟩ : ∃ l, 0 < p l := by
    by_contra hno
    push Not at hno
    have : ∑ j, p j ≤ 0 := Finset.sum_nonpos fun j _ => hno j
    linarith
  have e := trine_extremal hn hp (fun j => (hP j).1) hdec l hl
  have i := (hP l).2 0
  rw [e] at i
  exact trine_not_idempotent hn 0 i

/-- The three explicit vectors below, which lie in the xy-plane, have unit length and sum to zero.
-/
theorem isTrine_witness :
    IsTrine ![![1, 0, 0], ![-1 / 2, √3 / 2, 0], ![-1 / 2, -(√3 / 2), 0]] := by
  have h : √(3 : ℝ) * √3 = 3 := Real.mul_self_sqrt (by norm_num)
  constructor
  · intro k
    fin_cases k <;> simp [dotProduct, Fin.sum_univ_three] <;> nlinarith
  · intro i
    fin_cases i <;> simp [Fin.sum_univ_three]
    norm_num

end

end TrinePOVM
```

```lean
#print axioms TrinePOVM.trine_not_randomisedProjective
-- 'TrinePOVM.trine_not_randomisedProjective' depends on axioms: [propext, Classical.choice, Quot.sound]
```

## How the proof follows the derivation

`bloch_apply` writes out the matrix entries. From these follow the uniqueness of the coordinates (`bloch_injective`), their behaviour under weighted sums (`bloch_sum`) and the formula for squares (`bloch_mul_self`). `trine_isPOVM` uses the factorisation $B_k^\dagger B_k$, with `c` standing for $1/\sqrt6$.

`exists_bloch` reads $t$ and $r$ off the entries and obtains the bounds from `trace_nonneg` and `det_nonneg`. In `dot_le_and_eq`, the Cauchy–Schwarz step is the identity $(v\cdot r)^2+|v\times r|^2=|v|^2|r|^2$, checked by `ring`. The equality case expands $|r-tv|^2$ as above.

`trine_extremal` is the central step, and it is stated for arbitrary component POVMs. `choose` names the coordinates of all effects, `zero` is the vanishing weighted sum, and `Finset.sum_eq_zero_iff_of_nonneg` makes each term vanish. The result, `sat`, is $r_{lk}=t_{lk}n_k$. `trine_weights` then solves the linear equations for the $c_k$ with `linear_combination` and `linarith`.

`trine_not_idempotent` compares the identity coefficients of $E_k^2$ and $E_k$, which are $\tfrac29$ and $\tfrac13$. The final theorem picks a component of positive weight and derives the contradiction from its effect for outcome $0$. `isTrine_witness` shows, with three vectors at 120° in the $xy$-plane, that the assumptions on the $n_k$ can be met.
